# Relative dipole line strengths between doublet terms l and l − 1 for l ≥ 2, from Racah's 6j formula

In an electric dipole multiplet between two LS-coupled doublet terms with orbital angular momenta $l$ and $l-1$, the line that joins level $J$ of the first term to level $J'$ of the second has the relative strength $S(J,J')=(2J+1)(2J'+1)\begin{Bmatrix} l & J & \tfrac12\\ J' & l-1 & 1\end{Bmatrix}^2$. The 6j symbol in braces is defined by Racah's formula, and in Lean its angular momenta enter by their doubled values, which are natural numbers, so that $J=5/2$ is written as 5.

```lean
import Mathlib

open scoped Nat

namespace DoubletLineStrengths

noncomputable section

/-- The triangle rule for three angular momenta, given by their doubled values `a, b, c`:
the sum of the momenta is an integer and none exceeds the sum of the other two. -/
abbrev Triad (a b c : ℕ) : Prop :=
  (a + b + c) % 2 = 0 ∧ a ≤ b + c ∧ b ≤ a + c ∧ c ≤ a + b

/-- Racah's triangle coefficient of three angular momenta with doubled values `a, b, c`
that obey the triangle rule. -/
def triangleCoeff (a b c : ℕ) : ℝ :=
  ((a + b - c) / 2)! * ((a + c - b) / 2)! * ((b + c - a) / 2)! / ((a + b + c) / 2 + 1)!

/-- The term of index `t` in Racah's sum, for `t` between the largest triad sum and the
smallest sum of two columns. -/
def racahTerm (a b c d e f t : ℕ) : ℝ :=
  (-1) ^ t * ((t + 1)! /
    ((t - (a + b + c) / 2)! * (t - (a + e + f) / 2)! * (t - (d + b + f) / 2)! *
      (t - (d + e + c) / 2)! * ((a + b + d + e) / 2 - t)! * ((b + c + e + f) / 2 - t)! *
      ((a + c + d + f) / 2 - t)!))

/-- The 6j symbol `{a/2 b/2 c/2; d/2 e/2 f/2}` by Racah's formula; it is zero if one of the
four triads fails. -/
def sixJ (a b c d e f : ℕ) : ℝ :=
  if Triad a b c ∧ Triad a e f ∧ Triad d b f ∧ Triad d e c then
    Real.sqrt (triangleCoeff a b c * triangleCoeff a e f * triangleCoeff d b f *
      triangleCoeff d e c) *
    ∑ t ∈ Finset.Icc
      (max (max ((a + b + c) / 2) ((a + e + f) / 2)) (max ((d + b + f) / 2) ((d + e + c) / 2)))
      (min ((a + b + d + e) / 2) (min ((b + c + e + f) / 2) ((a + c + d + f) / 2))),
      racahTerm a b c d e f t
  else 0

/-- The relative strength `(2J+1)(2J'+1){l J 1/2; J' l-1 1}²` of a line between doublet terms
`l` and `l - 1`, for `l ≥ 1`; the arguments `J` and `J'` are the doubled values. -/
def lineStrength (l J J' : ℕ) : ℝ :=
  ((J : ℝ) + 1) * ((J' : ℝ) + 1) * sixJ (2 * l) J 1 J' (2 * l - 2) 2 ^ 2

/-- The triangle coefficient written with the three half-differences `p, q, r` and the
half-sum plus one `s`. -/
theorem triangleCoeff_eq (a b c p q r s : ℕ)
    (h : a + b = c + 2 * p ∧ a + c = b + 2 * q ∧ b + c = a + 2 * r ∧ a + b + c + 2 = 2 * s) :
    triangleCoeff a b c = (p ! : ℝ) * q ! * r ! / s ! := by
  have h1 : (a + b - c) / 2 = p := by omega
  have h2 : (a + c - b) / 2 = q := by omega
  have h3 : (b + c - a) / 2 = r := by omega
  have h4 : (a + b + c) / 2 + 1 = s := by omega
  rw [triangleCoeff, h1, h2, h3, h4]

/-- The square of a term in Racah's sum, written with the excesses `p` of `t` over the triad
sums and the distances `q` of `t` from the sums of two columns. -/
theorem racahTerm_sq (a b c d e f t p₁ p₂ p₃ p₄ q₁ q₂ q₃ s : ℕ)
    (h : 2 * t = a + b + c + 2 * p₁ ∧ 2 * t = a + e + f + 2 * p₂ ∧
      2 * t = d + b + f + 2 * p₃ ∧ 2 * t = d + e + c + 2 * p₄ ∧
      a + b + d + e = 2 * t + 2 * q₁ ∧ b + c + e + f = 2 * t + 2 * q₂ ∧
      a + c + d + f = 2 * t + 2 * q₃ ∧ s = t + 1) :
    racahTerm a b c d e f t ^ 2 =
      ((s ! : ℝ) / (p₁ ! * p₂ ! * p₃ ! * p₄ ! * q₁ ! * q₂ ! * q₃ !)) ^ 2 := by
  have h1 : t - (a + b + c) / 2 = p₁ := by omega
  have h2 : t - (a + e + f) / 2 = p₂ := by omega
  have h3 : t - (d + b + f) / 2 = p₃ := by omega
  have h4 : t - (d + e + c) / 2 = p₄ := by omega
  have h5 : (a + b + d + e) / 2 - t = q₁ := by omega
  have h6 : (b + c + e + f) / 2 - t = q₂ := by omega
  have h7 : (a + c + d + f) / 2 - t = q₃ := by omega
  have h8 : t + 1 = s := by omega
  have hsign : ((-1 : ℝ) ^ t) ^ 2 = 1 := by
    rw [← pow_mul, mul_comm, pow_mul]; norm_num
  rw [racahTerm, h1, h2, h3, h4, h5, h6, h7, h8, mul_pow, hsign, one_mul]

/-- The square of a stretched 6j symbol, whose first entry is the sum of the fifth and the sixth, is
the product of the four triangle coefficients and the square of the Racah term at the sum `t` of the
first triad, if the other three triads hold. -/
theorem sixJ_stretched_sq (a b c d e f t : ℕ) (ha : a = e + f) (ht : 2 * t = a + b + c)
    (h : Triad a b c ∧ Triad d b f ∧ Triad d e c) :
    sixJ a b c d e f ^ 2 = triangleCoeff a b c * triangleCoeff a e f * triangleCoeff d b f *
      triangleCoeff d e c * racahTerm a b c d e f t ^ 2 := by
  obtain ⟨h1, h3, h4⟩ := h
  have h2 : Triad a e f := by unfold Triad; omega
  have hpos : ∀ x y z, 0 ≤ triangleCoeff x y z := fun x y z => by
    unfold triangleCoeff; positivity
  -- the lower and the upper limit of the sum coincide
  have hI : Finset.Icc
      (max (max ((a + b + c) / 2) ((a + e + f) / 2)) (max ((d + b + f) / 2) ((d + e + c) / 2)))
      (min ((a + b + d + e) / 2) (min ((b + c + e + f) / 2) ((a + c + d + f) / 2))) = {t} := by
    ext s
    simp only [Finset.mem_Icc, Finset.mem_singleton, max_le_iff, le_min_iff]
    unfold Triad at h1 h2 h3 h4
    constructor <;> intro hs <;> omega
  rw [sixJ, if_pos ⟨h1, h2, h3, h4⟩, hI, Finset.sum_singleton, mul_pow, Real.sq_sqrt
    (mul_nonneg (mul_nonneg (mul_nonneg (hpos _ _ _) (hpos _ _ _)) (hpos _ _ _)) (hpos _ _ _))]

/-- For `l ≥ 2` the lines `(l+1/2, l-1/2)`, `(l-1/2, l-1/2)` and `(l-1/2, l-3/2)` have the
strengths `2(l+1)/(2l+1)`, `2/((2l+1)(2l-1))` and `2(l-1)/(2l-1)`, and `(l+1/2, l-3/2)` has
strength zero. -/
theorem lineStrength_values (l : ℕ) (hl : 2 ≤ l) :
    lineStrength l (2 * l + 1) (2 * l - 1) = 2 * ((l : ℝ) + 1) / (2 * l + 1) ∧
    lineStrength l (2 * l - 1) (2 * l - 1) = 2 / ((2 * (l : ℝ) + 1) * (2 * l - 1)) ∧
    lineStrength l (2 * l - 1) (2 * l - 3) = 2 * ((l : ℝ) - 1) / (2 * l - 1) ∧
    lineStrength l (2 * l + 1) (2 * l - 3) = 0 := by
  obtain ⟨n, rfl⟩ : ∃ n, l = n + 2 := ⟨l - 2, by omega⟩
  have e1 : 2 * (n + 2) - 1 = 2 * n + 3 := by omega
  have e2 : 2 * (n + 2) - 2 = 2 * n + 2 := by omega
  have e3 : 2 * (n + 2) - 3 = 2 * n + 1 := by omega
  have e0 : 2 * (n + 2) = 2 * n + 4 := by omega
  have r1 : 2 * ((n + 2 : ℕ) : ℝ) - 1 = 2 * n + 3 := by push_cast; ring
  have r2 : ((n + 2 : ℕ) : ℝ) - 1 = n + 1 := by push_cast; ring
  -- all factorials are reduced to `(2n+1)!`
  have f2 : ((2 * n + 2)! : ℝ) = (2 * n + 2) * (2 * n + 1)! := by
    exact_mod_cast Nat.factorial_succ (2 * n + 1)
  have f3 : ((2 * n + 3)! : ℝ) = (2 * n + 3) * (2 * n + 2)! := by
    exact_mod_cast Nat.factorial_succ (2 * n + 2)
  have f4 : ((2 * n + 4)! : ℝ) = (2 * n + 4) * (2 * n + 3)! := by
    exact_mod_cast Nat.factorial_succ (2 * n + 3)
  have f5 : ((2 * n + 5)! : ℝ) = (2 * n + 5) * (2 * n + 4)! := by
    exact_mod_cast Nat.factorial_succ (2 * n + 4)
  have f6 : ((2 * n + 6)! : ℝ) = (2 * n + 6) * (2 * n + 5)! := by
    exact_mod_cast Nat.factorial_succ (2 * n + 5)
  have hx : ((2 * n + 1)! : ℝ) ≠ 0 := Nat.cast_ne_zero.mpr (Nat.factorial_ne_zero _)
  refine ⟨?_, ?_, ?_, ?_⟩
  · rw [lineStrength, e1, e2, e0,
      sixJ_stretched_sq (2*n+4) (2*n+4+1) 1 (2*n+3) (2*n+2) 2 (2*n+5) (by omega) (by omega)
        (by unfold Triad; omega),
      triangleCoeff_eq (2*n+4) (2*n+4+1) 1 (2*n+4) 0 1 (2*n+6) (by omega),
      triangleCoeff_eq (2*n+4) (2*n+2) 2 (2*n+2) 2 0 (2*n+5) (by omega),
      triangleCoeff_eq (2*n+3) (2*n+4+1) 2 (2*n+3) 0 2 (2*n+6) (by omega),
      triangleCoeff_eq (2*n+3) (2*n+2) 1 (2*n+2) 1 0 (2*n+4) (by omega),
      racahTerm_sq (2*n+4) (2*n+4+1) 1 (2*n+3) (2*n+2) 2 (2*n+5) 0 1 0 2 (2*n+2) 0 0 (2*n+6)
        (by omega)]
    simp only [f6, f5, f4, f3, f2, Nat.factorial_zero, Nat.factorial_one, Nat.factorial_two]
    generalize ((2 * n + 1)! : ℝ) = x at hx ⊢
    push_cast
    field_simp
    ring
  · rw [lineStrength, r1, e1, e2, e0,
      sixJ_stretched_sq (2*n+4) (2*n+3) 1 (2*n+3) (2*n+2) 2 (2*n+4) (by omega) (by omega)
        (by unfold Triad; omega),
      triangleCoeff_eq (2*n+4) (2*n+3) 1 (2*n+3) 1 0 (2*n+5) (by omega),
      triangleCoeff_eq (2*n+4) (2*n+2) 2 (2*n+2) 2 0 (2*n+5) (by omega),
      triangleCoeff_eq (2*n+3) (2*n+3) 2 (2*n+2) 1 1 (2*n+5) (by omega),
      triangleCoeff_eq (2*n+3) (2*n+2) 1 (2*n+2) 1 0 (2*n+4) (by omega),
      racahTerm_sq (2*n+4) (2*n+3) 1 (2*n+3) (2*n+2) 2 (2*n+4) 0 0 0 1 (2*n+2) 0 1 (2*n+5)
        (by omega)]
    simp only [f5, f4, f3, f2, Nat.factorial_zero, Nat.factorial_one, Nat.factorial_two]
    generalize ((2 * n + 1)! : ℝ) = x at hx ⊢
    push_cast
    field_simp
    ring
  · rw [lineStrength, r1, r2, e1, e2, e3, e0,
      sixJ_stretched_sq (2*n+4) (2*n+3) 1 (2*n+1) (2*n+2) 2 (2*n+4) (by omega) (by omega)
        (by unfold Triad; omega),
      triangleCoeff_eq (2*n+4) (2*n+3) 1 (2*n+3) 1 0 (2*n+5) (by omega),
      triangleCoeff_eq (2*n+4) (2*n+2) 2 (2*n+2) 2 0 (2*n+5) (by omega),
      triangleCoeff_eq (2*n+1) (2*n+3) 2 (2*n+1) 0 2 (2*n+4) (by omega),
      triangleCoeff_eq (2*n+1) (2*n+2) 1 (2*n+1) 0 1 (2*n+3) (by omega),
      racahTerm_sq (2*n+4) (2*n+3) 1 (2*n+1) (2*n+2) 2 (2*n+4) 0 0 1 2 (2*n+1) 0 0 (2*n+5)
        (by omega)]
    simp only [f5, f4, f3, f2, Nat.factorial_zero, Nat.factorial_one, Nat.factorial_two]
    generalize ((2 * n + 1)! : ℝ) = x at hx ⊢
    push_cast
    field_simp
    ring
  · -- the triad of `J`, `J'` and the photon's unit angular momentum fails
    rw [lineStrength, sixJ, if_neg (by unfold Triad; omega)]
    ring

/-- For `l ≥ 2` the lines `(l+1/2, l-1/2)`, `(l-1/2, l-1/2)`, `(l-1/2, l-3/2)` stand as
`(l+1)(2l-1) : 1 : (l-1)(2l+1)`, and the second has positive strength. -/
theorem doublet_line_ratios (l : ℕ) (hl : 2 ≤ l) :
    0 < lineStrength l (2 * l - 1) (2 * l - 1) ∧
    lineStrength l (2 * l + 1) (2 * l - 1) =
      ((l : ℝ) + 1) * (2 * l - 1) * lineStrength l (2 * l - 1) (2 * l - 1) ∧
    lineStrength l (2 * l - 1) (2 * l - 3) =
      ((l : ℝ) - 1) * (2 * l + 1) * lineStrength l (2 * l - 1) (2 * l - 1) := by
  obtain ⟨hA, hB, hC, -⟩ := lineStrength_values l hl
  have hl' : (2 : ℝ) ≤ l := by exact_mod_cast hl
  have hm : 0 < 2 * (l : ℝ) - 1 := by linarith
  have hm' := hm.ne'
  rw [hA, hB, hC]
  refine ⟨by positivity, ?_, ?_⟩
  · field_simp
  · field_simp

/-- For `l = 2` the three lines `(5/2, 3/2)`, `(3/2, 3/2)`, `(3/2, 1/2)` stand as `9 : 1 : 5`. -/
theorem ratios_nine_one_five :
    lineStrength 2 5 3 = 9 * lineStrength 2 3 3 ∧
    lineStrength 2 3 1 = 5 * lineStrength 2 3 3 := by
  obtain ⟨-, h1, h2⟩ := doublet_line_ratios 2 le_rfl
  norm_num at h1 h2
  exact ⟨h1, h2⟩

/-- For `l ≥ 2` the lines that join a level `J` of the term `l` to the two levels of the term
`l - 1` have total strength `(2J+1)/(2l+1)` for the physical value of `J`; the argument `J` is the
doubled value. -/
theorem sum_rule_level (l J : ℕ) (hl : 2 ≤ l) (hJ : J = 2 * l + 1 ∨ J = 2 * l - 1) :
    lineStrength l J (2 * l - 1) + lineStrength l J (2 * l - 3) =
      ((J : ℝ) + 1) / (2 * l + 1) := by
  obtain ⟨hA, hB, hC, hD⟩ := lineStrength_values l hl
  have hl' : (2 : ℝ) ≤ l := by exact_mod_cast hl
  have hm : 2 * (l : ℝ) - 1 ≠ 0 := (by linarith : (0 : ℝ) < 2 * l - 1).ne'
  rcases hJ with rfl | rfl
  · rw [hA, hD]
    push_cast
    ring
  · have hc : ((2 * l - 1 : ℕ) : ℝ) + 1 = 2 * l := by
      exact_mod_cast (show 2 * l - 1 + 1 = 2 * l by omega)
    rw [hB, hC, hc]
    field_simp
    ring

/-- For `l ≥ 2` the lines that join a level `J'` of the term `l - 1` to the two levels of the term
`l` have total strength `(2J'+1)/(2l-1)` for the physical value of `J'`; the argument `J'` is the
doubled value. -/
theorem sum_rule_level' (l J' : ℕ) (hl : 2 ≤ l) (hJ : J' = 2 * l - 1 ∨ J' = 2 * l - 3) :
    lineStrength l (2 * l + 1) J' + lineStrength l (2 * l - 1) J' =
      ((J' : ℝ) + 1) / (2 * l - 1) := by
  obtain ⟨hA, hB, hC, hD⟩ := lineStrength_values l hl
  have hl' : (2 : ℝ) ≤ l := by exact_mod_cast hl
  have hm : 2 * (l : ℝ) - 1 ≠ 0 := (by linarith : (0 : ℝ) < 2 * l - 1).ne'
  rcases hJ with rfl | rfl
  · have hc : ((2 * l - 1 : ℕ) : ℝ) + 1 = 2 * l := by
      exact_mod_cast (show 2 * l - 1 + 1 = 2 * l by omega)
    rw [hA, hB, hc]
    field_simp
    ring
  · have hc : ((2 * l - 3 : ℕ) : ℝ) + 3 = 2 * l := by
      exact_mod_cast (show 2 * l - 3 + 3 = 2 * l by omega)
    have hc' : ((2 * l - 3 : ℕ) : ℝ) + 1 = 2 * ((l : ℝ) - 1) := by linarith
    rw [hD, hC, hc', zero_add]

end

end DoubletLineStrengths
```

```lean
#print axioms DoubletLineStrengths.doublet_line_ratios
-- 'DoubletLineStrengths.doublet_line_ratios' depends on axioms: [propext, Classical.choice, Quot.sound]
#print axioms DoubletLineStrengths.ratios_nine_one_five
-- 'DoubletLineStrengths.ratios_nine_one_five' depends on axioms: [propext, Classical.choice, Quot.sound]
#print axioms DoubletLineStrengths.sum_rule_level
-- 'DoubletLineStrengths.sum_rule_level' depends on axioms: [propext, Classical.choice, Quot.sound]
#print axioms DoubletLineStrengths.sum_rule_level'
-- 'DoubletLineStrengths.sum_rule_level'' depends on axioms: [propext, Classical.choice, Quot.sound]
```

## Three lines, their ratios and the sums per level

`lineStrength l J J'` is $S(J,J')$. Its first argument is $l$ itself, but the Lean variables `J` and `J'` are twice the physical values, which is why the factor $2J+1$ appears as `(J : ℝ) + 1`. In the text below, $J$ and $J'$ are the physical values.

For every integer $l\ge 2$, `lineStrength_values` gives

$$S(l+\tfrac12,l-\tfrac12)=\frac{2(l+1)}{2l+1},\qquad S(l-\tfrac12,l-\tfrac12)=\frac{2}{(2l+1)(2l-1)},$$

$$S(l-\tfrac12,l-\tfrac32)=\frac{2(l-1)}{2l-1},\qquad S(l+\tfrac12,l-\tfrac32)=0 .$$

`doublet_line_ratios` states that the three non-zero lines, in this order, stand as $(l+1)(2l-1):1:(l-1)(2l+1)$. It does so by two equations, together with the positivity of the middle strength. The two sum rules say that all lines from a level $J$ of the term $l$ add up to $(2J+1)/(2l+1)$, and all lines to a level $J'$ of the term $l-1$ add up to $(2J'+1)/(2l-1)$.

## One electron with a shared radial integral

The dipole operator acts on the orbital motion and leaves the spin $\tfrac12$ alone. In LS coupling, the squared reduced matrix element between two levels (normalised so that the Wigner–Eckart theorem contains a 3j symbol and, apart from a sign, no other factor) is therefore $S(J,J')$ times the squared orbital one, which is common to the whole multiplet. This factorisation is the step from the formula to an atom, and it is taken over from angular momentum theory, as is Racah's formula itself. It requires that both levels of a term share one radial function. With that restriction, the ratios apply to multiplets of a single valence electron, such as the d–p lines of an alkali atom. They compare line strengths; observed intensities also contain frequency factors and level populations.

`Triad` is the triangle rule. The symbol vanishes unless $(l,J,\tfrac12)$, $(l,l-1,1)$, $(J',J,1)$ and $(J',l-1,\tfrac12)$ all obey it. `triangleCoeff` is

$$\Delta(a,b,c)=\frac{(a+b-c)!\,(a+c-b)!\,(b+c-a)!}{(a+b+c+1)!}$$

for undoubled $a,b,c$. Some textbooks use the letter $\Delta$ for its square root; here the root is taken in `sixJ`.

## Racah's sum shrinks to one summand

The summation index $t$ runs from the largest triad sum to the smallest sum of two columns. Here $l=(l-1)+1$, so the symbol is stretched: its first entry is the sum of the fifth and the sixth. The sum of the second and third columns is then

$$J+\tfrac12+(l-1)+1=l+J+\tfrac12,$$

which is also the sum of the first triad. An upper bound thus equals a lower bound, and the triangle rules ensure that the other bounds admit this value. Only $t=l+J+\tfrac12$ remains.

`sixJ_stretched_sq` proves this for any stretched symbol whose other three triads hold. It shows with `omega` that the summation interval is `{t}`, and then squares the root, which is allowed because triangle coefficients are non-negative. The sign $(-1)^t$ disappears on squaring, in `racahTerm_sq`.

## Evaluating the factorials

Write $R$ for the absolute value of the remaining summand. All three lines share $\Delta(l,l-1,1)=2(2l-2)!/(2l+1)!$. In each product below, the triangle coefficients follow the order of the triads listed above.

For $(l+\tfrac12,l-\tfrac12)$, $t=2l+1$ and $R=(2l+2)!/[2(2l-2)!]$. The squared symbol is

$$\frac{(2l)!}{(2l+2)!}\cdot\frac{2(2l-2)!}{(2l+1)!}\cdot\frac{2(2l-1)!}{(2l+2)!}\cdot\frac{(2l-2)!}{(2l)!}\,R^2=\frac{1}{2l(2l+1)} .$$

Multiplication by $(2l+2)(2l)$ gives $2(l+1)/(2l+1)$.

For $(l-\tfrac12,l-\tfrac12)$, $t=2l$ and $R=(2l+1)!/(2l-2)!$. The squared symbol is

$$\frac{(2l-1)!}{(2l+1)!}\cdot\frac{2(2l-2)!}{(2l+1)!}\cdot\frac{(2l-2)!}{(2l+1)!}\cdot\frac{(2l-2)!}{(2l)!}\,R^2=\frac{2}{(2l)^2(2l+1)(2l-1)} ,$$

and the factor $(2l)^2$ gives the stated strength.

For $(l-\tfrac12,l-\tfrac32)$, $t=2l$ and $R=(2l+1)!/[2(2l-3)!]$. The squared symbol is

$$\frac{(2l-1)!}{(2l+1)!}\cdot\frac{2(2l-2)!}{(2l+1)!}\cdot\frac{2(2l-3)!}{(2l)!}\cdot\frac{(2l-3)!}{(2l-1)!}\,R^2=\frac{1}{2l(2l-1)} ,$$

and the factor $(2l)(2l-2)$ gives $2(l-1)/(2l-1)$.

In the fourth combination $J$ and $J'$ differ by 2, so the triad $(J',J,1)$ fails and the strength is zero.

The Lean proof sets $l=n+2$. `triangleCoeff_eq` and `racahTerm_sq` supply the factorials, which are all reduced to multiples of $(2n+1)!$. This number is replaced by a non-zero `x`, and `field_simp` and `ring` carry out the cancellation.

Dividing the first and third strengths by the second gives the ratios. Two of the level sums contain a single non-zero line. The other two are

$$\frac{2+2(l-1)(2l+1)}{(2l+1)(2l-1)}=\frac{2l}{2l+1},\qquad \frac{2(l+1)(2l-1)+2}{(2l+1)(2l-1)}=\frac{2l}{2l-1},$$

for $J=l-\tfrac12$ and $J'=l-\tfrac12$ respectively, where $2l$ is the degeneracy of the level.

## The multiplet with l = 2, and the missing level at l = 1

For $l=2$ the strengths are $6/5$, $2/15$ and $2/3$, which is the ratio $9:1:5$ of `ratios_nine_one_five`. The levels $J=5/2$ and $3/2$ collect $6/5$ and $4/5$, in the ratio $6:4$ of their degeneracies.

If `sum_rule_level'` required only $l\ge1$, it would be false. At $l=1$ the term $l-1=0$ has the single level $J'=\tfrac12$, but subtraction of natural numbers turns `2 * l - 3` into 0 and so admits a spurious level $J'=0$. Both of its lines violate the triangle rule and add up to 0, whereas the right-hand side is 1. The two real lines of this p–s doublet, from $J=\tfrac32$ and $J=\tfrac12$ to $J'=\tfrac12$, have the strengths $4/3$ and $2/3$ by the formula for $S(J,J')$, but the theorems here do not cover them.
